# The change of the first-site resolvent in one Lanczos step: squared hoppings over two determinants

Let $T_m$ be the leading $m\times m$ block of a real symmetric tridiagonal matrix with diagonal entries $a_0,a_1,\dots$ and off-diagonal entries $b_1,b_2,\dots$. Write $D_m(z)=\det(z-T_m)$ and, for $m\ge 1$, $R_m(z)=\big((z-T_m)^{-1}\big)_{00}$. For every $n\ge 0$ and every complex $z$ with $D_{n+1}(z)\neq 0$ and $D_{n+2}(z)\neq 0$,

$$R_{n+2}(z)-R_{n+1}(z)=\frac{b_1^2b_2^2\cdots b_{n+1}^2}{D_{n+1}(z)\,D_{n+2}(z)} .$$

A Lanczos run started from a normalised state turns a Hamiltonian into such a chain, and $-\tfrac1\pi\,\mathrm{Im}\,R_m(\omega+i\eta)$ with $\eta>0$ is the estimate, after $m$ steps, of the broadened spectral function of that state. From one finite chain to the next this estimate changes by $-\tfrac1\pi$ times the imaginary part of the right-hand side, taken at $z=\omega+i\eta$. This change is not the remaining distance from the converged answer.

## The chain and its resolvent

```lean
import Mathlib

open Matrix Finset
open scoped ComplexOrder

namespace LanczosResolventIncrement

noncomputable section

/-- The Lanczos matrix of a chain of `n` sites: real site energies `a k` on the diagonal, and
real hoppings `b k` between the sites `k - 1` and `k`. -/
def chain (a b : ℕ → ℝ) (n : ℕ) : Matrix (Fin n) (Fin n) ℂ :=
  Matrix.of fun i j =>
    if (i : ℕ) = j then (a i : ℂ)
    else if (i : ℕ) + 1 = j then (b j : ℂ)
    else if (j : ℕ) + 1 = i then (b i : ℂ) else 0
```

The coefficients are functions `a b : ℕ → ℝ`, that is, two real sequences. The type `Fin n` holds the site labels $0,\dots,n-1$, so `chain a b n` is $T_n$, stored as a complex matrix. The hopping $b_k$ joins sites $k-1$ and $k$, and $b_0$ is never used. The sequences are arbitrary: that they come from a Lanczos run on a particular Hamiltonian, with orthonormal Lanczos vectors, is the step from this model to a real calculation that has to be supplied separately.

```lean
/-- The matrix `z - T` for the chain of `n` sites. -/
def pencil (a b : ℕ → ℝ) (z : ℂ) (n : ℕ) : Matrix (Fin n) (Fin n) ℂ :=
  z • (1 : Matrix (Fin n) (Fin n) ℂ) - chain a b n
```

This is $z-T_n$, with $z$ multiplying the identity matrix.

```lean
/-- The characteristic determinant `D_n(z) = det (z - T_n)`. -/
def charDet (a b : ℕ → ℝ) (z : ℂ) (n : ℕ) : ℂ := (pencil a b z n).det
```

This is $D_n(z)$. For the empty chain it equals $D_0=1$.

```lean
/-- The first-site resolvent `((z - T)⁻¹)₀₀` of the chain of `n + 1` sites, for `z` that is
not an eigenvalue of `T`. -/
def firstSite (a b : ℕ → ℝ) (z : ℂ) (n : ℕ) : ℂ := (pencil a b z (n + 1))⁻¹ 0 0
```

Here the label is shifted: `firstSite a b z n` belongs to the chain of $n+1$ sites, so it is $R_{n+1}(z)$. The shift guarantees that site $0$ exists.

```lean
variable (a b : ℕ → ℝ) (z : ℂ) (n : ℕ)

/-- The entries of `z - T`: `z - a k` on the diagonal, minus the hoppings beside it. -/
lemma pencil_apply (i j : Fin n) : pencil a b z n i j =
    if (i : ℕ) = j then z - (a i : ℂ)
    else if (i : ℕ) + 1 = j then -(b j : ℂ)
    else if (j : ℕ) + 1 = i then -(b i : ℂ) else 0 := by
  simp only [pencil, chain, Matrix.sub_apply, Matrix.smul_apply, Matrix.one_apply,
    Matrix.of_apply, Fin.ext_iff, smul_eq_mul]
  split_ifs <;> simp
```

The lemma lists the entries of $z-T_n$: $z-a_i$ on the diagonal, minus the hopping on the two neighbouring diagonals, and zero elsewhere.

```lean
/-- The Lanczos matrix is symmetric. -/
lemma chain_transpose : (chain a b n)ᵀ = chain a b n := by
  ext i j
  by_cases h : i = j
  · subst h
    rfl
  · have h' : (i : ℕ) ≠ j := fun e => h (Fin.ext e)
    simp only [Matrix.transpose_apply, chain, Matrix.of_apply, if_neg h', if_neg h'.symm]
    split_ifs <;> first | rfl | omega
```

The transpose of $T_n$ is $T_n$. The diagonal is immediate. Off the diagonal, `split_ifs` goes through the cases of the definition, and `omega` removes those with contradictory indices.

## No zeros of the determinant off the real axis

```lean
/-- For `z` off the real axis, `D_n(z)` does not vanish, whatever the length of the chain. -/
theorem charDet_ne_zero_of_im_ne_zero (hz : z.im ≠ 0) : charDet a b z n ≠ 0 := by
  intro h
  obtain ⟨v, hv, hMv⟩ := Matrix.exists_mulVec_eq_zero_iff.mpr h
  have hT : chain a b n *ᵥ v = z • v := by
    rw [pencil, Matrix.sub_mulVec, Matrix.smul_mulVec, Matrix.one_mulVec] at hMv
    exact (sub_eq_zero.mp hMv).symm
  have hH : (chain a b n)ᴴ = chain a b n := by
    ext i j
    calc star (chain a b n j i) = chain a b n j i := by
          simp only [chain, Matrix.of_apply]
          split_ifs <;> simp
      _ = (chain a b n)ᵀ i j := rfl
      _ = chain a b n i j := by rw [chain_transpose]
  -- evaluate `v† T v` with the Hermitian `T` acting to the right and to the left
  have e : z * (star v ⬝ᵥ v) = star z * (star v ⬝ᵥ v) := by
    calc z * (star v ⬝ᵥ v) = star v ⬝ᵥ (chain a b n *ᵥ v) := by
          rw [hT, dotProduct_smul, smul_eq_mul]
      _ = star (chain a b n *ᵥ v) ⬝ᵥ v := by
          rw [Matrix.star_mulVec, hH, Matrix.dotProduct_mulVec]
      _ = star z * (star v ⬝ᵥ v) := by
          rw [hT, star_smul, smul_dotProduct, smul_eq_mul]
  have hne : star v ⬝ᵥ v ≠ 0 := fun h0 => hv (dotProduct_star_self_eq_zero.mp h0)
  have him : z.im = -z.im := congrArg Complex.im (mul_right_cancel₀ hne e)
  exact hz (by linarith)
```

A theorem in Lean has its hypotheses in brackets, its claim after the colon and its proof after `:= by`. This one says that $\mathrm{Im}\,z\neq0$ implies $D_n(z)\neq0$, so at any nonzero broadening the conditions of the main formula hold.

Suppose $D_n(z)=0$. Then there is a vector $v\neq0$ with $T_nv=zv$. Since $T_n$ is real and symmetric, it is Hermitian, and

$$z\,v^\dagger v=v^\dagger T_nv=(T_nv)^\dagger v=z^*\,v^\dagger v .$$

Dividing by $v^\dagger v\neq0$ gives $z=z^*$, which contradicts $\mathrm{Im}\,z\neq0$. In the code `hT` is the eigenvalue equation, `hH` is Hermiticity and `e` is the displayed chain.

## From one end of the chain to the other

```lean
/-- The end-to-end cofactor of `z - T` is the product of all hoppings along the chain. -/
theorem adjugate_end_to_end : (pencil a b z (n + 1)).adjugate 0 (Fin.last n) =
    ∏ k ∈ range n, (b (k + 1) : ℂ) := by
  rw [Matrix.adjugate_fin_succ_eq_det_submatrix, Matrix.det_of_isLowerTriangular]
  · have hd : ∀ i : Fin n, ((pencil a b z (n + 1)).submatrix (Fin.last n).succAbove
        (Fin.succAbove 0)) i i = (-1) * (b ((i : ℕ) + 1) : ℂ) := by
      intro i
      simp [pencil_apply]
    have hs : (-1 : ℂ) ^ (((Fin.last n : Fin (n + 1)) : ℕ) + ((0 : Fin (n + 1)) : ℕ) + n) = 1 :=
      Even.neg_one_pow ⟨n, by simp⟩
    rw [Finset.prod_congr rfl (fun i _ => hd i), Finset.prod_mul_distrib, Finset.prod_const,
      Finset.card_univ, Fintype.card_fin, ← mul_assoc, ← pow_add, hs, one_mul,
      Finset.prod_range]
  · -- deleting the last row and the first column leaves a lower triangular matrix
    intro i j hij
    have hlt : (i : ℕ) < j := OrderDual.toDual_lt_toDual.mp hij
    have h1 : ((Fin.last n).succAbove i : ℕ) = i := by simp
    have h2 : ((0 : Fin (n + 1)).succAbove j : ℕ) = j + 1 := by simp
    rw [Matrix.submatrix_apply, pencil_apply, if_neg (by omega), if_neg (by omega),
      if_neg (by omega)]
```

The adjugate is the transposed matrix of cofactors, and `Fin.last n` is the last site, $n$. Since `range n` runs over $0,\dots,n-1$, the right-hand side is $b_1\cdots b_n$.

The entry $(0,n)$ of the adjugate is $(-1)^n$ times the determinant left after deleting row $n$ and column $0$ of $z-T_{n+1}$. The remaining matrix has entries $M_{ij}=(z-T_{n+1})_{i,j+1}$. For $i<j$ the two sites are at least two apart, so $M_{ij}=0$ and $M$ is lower triangular. Its diagonal entries are $M_{ii}=-b_{i+1}$, hence

$$(-1)^n\det M=(-1)^n(-1)^n\,b_1\cdots b_n=b_1\cdots b_n .$$

The facts `hd` and `hs` are the diagonal entries and the cancellation of signs; the last block proves triangularity. For $n=0$ both sides are $1$.

```lean
/-- If `z` is not an eigenvalue, the end-to-end resolvent times the characteristic determinant
is the product of all hoppings along the chain. -/
theorem end_to_end (h : charDet a b z (n + 1) ≠ 0) :
    charDet a b z (n + 1) * (pencil a b z (n + 1))⁻¹ 0 (Fin.last n) =
      ∏ k ∈ range n, (b (k + 1) : ℂ) := by
  unfold charDet at *
  rw [Matrix.inv_def, Matrix.smul_apply, smul_eq_mul, adjugate_end_to_end,
    Ring.inverse_eq_inv', ← mul_assoc, mul_inv_cancel₀ h, one_mul]
```

An inverse is the adjugate divided by the determinant. If $D_{n+1}(z)\neq0$, therefore,

$$D_{n+1}(z)\,\big((z-T_{n+1})^{-1}\big)_{0n}=b_1\cdots b_n .$$

## Attaching one site

```lean
/-- If `z` is an eigenvalue of neither chain, attaching one more site changes the first-site
resolvent by the new hopping times the end-to-end resolvents of the short and long chains. -/
theorem increment_eq_hop (h₁ : charDet a b z (n + 1) ≠ 0) (h₂ : charDet a b z (n + 2) ≠ 0) :
    firstSite a b z (n + 1) - firstSite a b z n =
      (b (n + 1) : ℂ) * (pencil a b z (n + 1))⁻¹ (Fin.last n) 0 *
        (pencil a b z (n + 2))⁻¹ 0 (Fin.last (n + 1)) := by
  have hN : pencil a b z (n + 1) * (pencil a b z (n + 1))⁻¹ = 1 :=
    Matrix.mul_nonsing_inv _ (isUnit_iff_ne_zero.mpr h₁)
  have hM : (pencil a b z (n + 2))⁻¹ * pencil a b z (n + 2) = 1 :=
    Matrix.nonsing_inv_mul _ (isUnit_iff_ne_zero.mpr h₂)
  have hc : pencil a b z (n + 1) *ᵥ (fun j => (pencil a b z (n + 1))⁻¹ j 0) =
      Pi.single 0 1 := by
    ext i
    have h := congrFun (congrFun hN i) 0
    rw [Matrix.one_apply] at h
    rw [Pi.single_apply]
    exact h
  -- row 0 of the long resolvent, cut to the short chain, solves the row equation of the short
  -- chain with an extra source at the last site
  have hrow : (fun i : Fin (n + 1) => (pencil a b z (n + 2))⁻¹ 0 i.castSucc) ᵥ*
      pencil a b z (n + 1) = Pi.single 0 1 + Pi.single (Fin.last n)
        ((b (n + 1) : ℂ) * (pencil a b z (n + 2))⁻¹ 0 (Fin.last (n + 1))) := by
    ext j
    have h := congrFun (congrFun hM 0) j.castSucc
    rw [Matrix.mul_apply, Fin.sum_univ_castSucc, Matrix.one_apply] at h
    have hin : ∀ i : Fin (n + 1), pencil a b z (n + 2) i.castSucc j.castSucc =
        pencil a b z (n + 1) i j := by
      intro i
      simp [pencil_apply]
    have hlast : pencil a b z (n + 2) (Fin.last (n + 1)) j.castSucc =
        -(if j = Fin.last n then (b (n + 1) : ℂ) else 0) := by
      by_cases hj : j = Fin.last n
      · subst hj
        simp [pencil_apply]
        exact fun e => absurd e (by omega)
      · have hj' : (j : ℕ) ≠ n := fun e => hj (Fin.ext e)
        have hlt := j.isLt
        have e1 : ((Fin.last (n + 1) : Fin (n + 2)) : ℕ) = n + 1 := rfl
        have e2 : (j.castSucc : ℕ) = j := rfl
        rw [if_neg hj, neg_zero, pencil_apply, if_neg (by omega), if_neg (by omega),
          if_neg (by omega)]
    have h0 : ((0 : Fin (n + 2)) = j.castSucc) ↔ j = 0 :=
      ⟨fun e => Fin.ext (congrArg Fin.val e).symm, fun e => by rw [e]; rfl⟩
    simp only [hin, hlast, h0] at h
    rw [Pi.add_apply, Pi.single_apply, Pi.single_apply]
    change ∑ i : Fin (n + 1), (pencil a b z (n + 2))⁻¹ 0 i.castSucc *
      pencil a b z (n + 1) i j = _
    split_ifs at h ⊢ <;> linear_combination h
  have h := Matrix.dotProduct_mulVec
    (fun i : Fin (n + 1) => (pencil a b z (n + 2))⁻¹ 0 i.castSucc)
    (pencil a b z (n + 1)) (fun j => (pencil a b z (n + 1))⁻¹ j 0)
  rw [hc, hrow, dotProduct_single, add_dotProduct, single_dotProduct, single_dotProduct] at h
  simp only [mul_one, one_mul, Fin.castSucc_zero] at h
  unfold firstSite
  linear_combination h
```

Write $A=z-T_{n+1}$ and $G=A^{-1}$ for the short chain, and $G'=(z-T_{n+2})^{-1}$ for the long one. The claim is

$$G'_{00}-G_{00}=b_{n+1}\,G_{n0}\,G'_{0,n+1},$$

which is the Dyson equation with the new bond as the perturbation.

Take row $0$ of $G'(z-T_{n+2})=1$, in a column $j\le n$. The new site enters only through its bond to site $n$:

$$\sum_{i=0}^{n}G'_{0i}A_{ij}-b_{n+1}G'_{0,n+1}\,\delta_{jn}=\delta_{0j}.$$

Move the bond term to the right, multiply by $G_{j0}$ and sum over $j$. Because $\sum_jA_{ij}G_{j0}=\delta_{i0}$, the left side becomes $G'_{00}$, and the right side becomes $G_{00}+b_{n+1}G'_{0,n+1}G_{n0}$.

In the proof, `hrow` is the row equation and `hc` the column equation. The map `castSucc` regards a site of the short chain as a site of the long one. `Matrix.dotProduct_mulVec` is the associativity $x\cdot(Ac)=(xA)\cdot c$, and `linear_combination` does the final rearrangement.

## The increment

```lean
/-- **Resolvent increment per Lanczos step.** If `z` is an eigenvalue of neither chain, going
from `n + 1` to `n + 2` sites changes the first-site resolvent by
`b₁² ⋯ bₙ₊₁² / (Dₙ₊₁(z) Dₙ₊₂(z))`. -/
theorem resolvent_increment (h₁ : charDet a b z (n + 1) ≠ 0)
    (h₂ : charDet a b z (n + 2) ≠ 0) :
    firstSite a b z (n + 1) - firstSite a b z n =
      (∏ k ∈ range (n + 1), (b (k + 1) : ℂ) ^ 2) /
        (charDet a b z (n + 1) * charDet a b z (n + 2)) := by
  have e₁ := end_to_end a b z n h₁
  have e₂ := end_to_end a b z (n + 1) h₂
  have hT : (pencil a b z (n + 1))ᵀ = pencil a b z (n + 1) := by
    rw [pencil, Matrix.transpose_sub, Matrix.transpose_smul, Matrix.transpose_one,
      chain_transpose]
  -- reciprocity: propagation from end to end is the same in both directions
  have hs : (pencil a b z (n + 1))⁻¹ (Fin.last n) 0 =
      (pencil a b z (n + 1))⁻¹ 0 (Fin.last n) := by
    rw [← Matrix.transpose_apply (pencil a b z (n + 1))⁻¹, Matrix.transpose_nonsing_inv, hT]
  rw [increment_eq_hop a b z n h₁ h₂, hs, eq_div_iff (mul_ne_zero h₁ h₂), Finset.prod_pow]
  calc _ = (b (n + 1) : ℂ) *
        (charDet a b z (n + 1) * (pencil a b z (n + 1))⁻¹ 0 (Fin.last n)) *
        (charDet a b z (n + 2) * (pencil a b z (n + 2))⁻¹ 0 (Fin.last (n + 1))) := by ring
    _ = _ := by
        rw [e₁, e₂, Finset.prod_range_succ]
        ring
```

This is the opening formula, with `h₁` and `h₂` as the two conditions on the determinants. Since $z-T_{n+1}$ is symmetric, so is its inverse, and $G_{n0}=G_{0n}$; this is `hs`. The end-to-end formula, used for both lengths as `e₁` and `e₂`, then gives

$$b_{n+1}\cdot\frac{b_1\cdots b_n}{D_{n+1}}\cdot\frac{b_1\cdots b_{n+1}}{D_{n+2}}=\frac{b_1^2\cdots b_{n+1}^2}{D_{n+1}D_{n+2}} .$$

The code multiplies through by the determinants first and leaves the algebra to `ring`.

Without `h₁` the statement fails, even if `h₂` is kept. Take $n=0$, $a_0=0$, $a_1=1$, $b_1=1$ and $z=0$. Then $D_1=0$, $D_2=-1$ and $R_2=1$, while $R_1$ has a pole. Lean assigns the value $0$ both to the inverse of a singular matrix and to a quotient by zero, so the equation would read $1-0=0$.

## The resolvent as a sum over steps

```lean
/-- If `z` is an eigenvalue of none of the leading blocks, the first-site resolvent is the sum
of the contributions of the successive Lanczos steps. -/
theorem firstSite_eq_sum (h : ∀ m ≤ n, charDet a b z (m + 1) ≠ 0) :
    firstSite a b z n = ∑ m ∈ range (n + 1),
      (∏ k ∈ range m, (b (k + 1) : ℂ) ^ 2) / (charDet a b z m * charDet a b z (m + 1)) := by
  induction n with
  | zero =>
    have h1 : charDet a b z 1 ≠ 0 := h 0 le_rfl
    have hD : charDet a b z 0 = 1 := Matrix.det_isEmpty
    have h0 : charDet a b z 1 * firstSite a b z 0 = 1 :=
      (end_to_end a b z 0 h1).trans (by simp)
    rw [Finset.sum_range_succ, Finset.sum_range_zero, Finset.prod_range_zero, hD, zero_add,
      one_mul, eq_div_iff h1, mul_comm]
    exact h0
  | succ n ih =>
    rw [Finset.sum_range_succ, ← ih (fun m hm => h m (by omega)),
      ← resolvent_increment a b z n (h n (by omega)) (h (n + 1) le_rfl)]
    ring
```

If $D_1(z),\dots,D_{n+1}(z)$ are all nonzero, then

$$R_{n+1}(z)=\sum_{m=0}^{n}\frac{b_1^2\cdots b_m^2}{D_m(z)\,D_{m+1}(z)} .$$

The proof is by induction on $n$. For one site the sum is $1/D_1=1/(z-a_0)=R_1$, because $D_0=1$ and the empty product is $1$. Each further site adds the increment just found.

For a numerical instance, let $a_0=a_1=a_2=0$, $b_1=1$, $b_2=2$ and $z=2$. The determinants are $D_1=2$, $D_2=2^2-1=3$ and $D_3=2\cdot3-4\cdot2=-2$. Direct inversion gives $R_1=\tfrac12$, $R_2=\tfrac23$ and $R_3=(2^2-2^2)/D_3=0$. The formula gives the increments

$$\frac{1}{2\cdot3}=\frac16,\qquad \frac{1\cdot4}{3\cdot(-2)}=-\frac23,$$

and indeed $\tfrac12+\tfrac16-\tfrac23=0$. The second of these increments is four times the first in size, so an increment can be larger than the one before it.

## When a step changes nothing

```lean
/-- If `z` is an eigenvalue of neither chain, a Lanczos step leaves the first-site resolvent
unchanged exactly when one of the hoppings `b₁, …, bₙ₊₁` vanishes. -/
theorem increment_eq_zero_iff (h₁ : charDet a b z (n + 1) ≠ 0)
    (h₂ : charDet a b z (n + 2) ≠ 0) :
    firstSite a b z (n + 1) = firstSite a b z n ↔ ∃ k ∈ range (n + 1), b (k + 1) = 0 := by
  rw [← sub_eq_zero, resolvent_increment a b z n h₁ h₂, div_eq_zero_iff,
    or_iff_left (mul_ne_zero h₁ h₂), Finset.prod_eq_zero_iff]
  simp

end

end LanczosResolventIncrement
```

With both determinants nonzero, the increment is zero exactly when its numerator is zero, that is, when at least one of $b_1,\dots,b_{n+1}$ vanishes. Physically, a vanishing hopping cuts the chain, and a site attached beyond the cut cannot influence site $0$. In a Lanczos run, a zero hopping means that the states generated so far span a space which the Hamiltonian does not leave.

```lean
#print axioms LanczosResolventIncrement.charDet_ne_zero_of_im_ne_zero
#print axioms LanczosResolventIncrement.firstSite_eq_sum
#print axioms LanczosResolventIncrement.increment_eq_zero_iff
```

```
'LanczosResolventIncrement.charDet_ne_zero_of_im_ne_zero' depends on axioms: [propext, Classical.choice, Quot.sound]
'LanczosResolventIncrement.firstSite_eq_sum' depends on axioms: [propext, Classical.choice, Quot.sound]
'LanczosResolventIncrement.increment_eq_zero_iff' depends on axioms: [propext, Classical.choice, Quot.sound]
```
